# The cubic identity for the spin-1 exchange operator and the AKLT bond projector

Take two spin-1 particles with spin matrices $S_x, S_y, S_z$ ($\hbar = 1$), the exchange operator $X = \sum_a S_a \otimes S_a$, and the AKLT bond Hamiltonian $h = X + X^2/3$. If all one knows is that $X$ is Hermitian, completing the square gives $h = \tfrac13 (X + \tfrac32)^2 - \tfrac34$ and the bound $h \ge -\tfrac34$, which a state reaches only if $X$ has the eigenvalue $-\tfrac32$. The operator $P = X^2/6 + X/2 + 1/3$ fares no better. For the polynomial $p(x) = (x+1)(x+2)/6$ one has $p^2 - p = (x-1)(x+1)(x+2)(x+4)/36$, and $p(-\tfrac32) = -\tfrac1{24}$ is negative, so nothing in the formula makes $P$ a projector. The identity $(X-1)(X+1)(X+2) = 0$ confines the eigenvalues of $X$ to $1, -1, -2$ and repairs both defects: $P$ is a projector, and the bound on $h$ becomes $-\tfrac23$.

## The objects

```lean
import Mathlib

open Matrix Complex
open scoped Kronecker ComplexOrder

namespace SpinOneAKLT

noncomputable section
```

The `open` lines give access to matrix notation, the imaginary unit `I` and the Kronecker product `⊗ₖ`. `ComplexOrder` reads $z \ge 0$ for a complex $z$ as "real and non-negative", which positive semidefiniteness needs.

```lean
/-- Operators on one spin-1 site, in the basis m = +1, 0, -1. -/
abbrev Site := Matrix (Fin 3) (Fin 3) ℂ
```

`Fin 3` is the set $\{0,1,2\}$, and these indices stand for the magnetic quantum number $m = +1, 0, -1$, with kets $|+\rangle, |0\rangle, |-\rangle$. The ket $|0\rangle$ therefore has Lean index 1.

```lean
/-- Operators on two spin-1 sites (9 × 9 matrices). -/
abbrev Pair := Matrix (Fin 3 × Fin 3) (Fin 3 × Fin 3) ℂ
```

Rows and columns of a two-site operator are labelled by pairs $p = (p_1, p_2)$, one index per site, so these are $9 \times 9$ matrices.

```lean
/-- The number 1/√2. -/
def s : ℂ := (((Real.sqrt 2)⁻¹ : ℝ) : ℂ)
```

The real number $s = 1/\sqrt2$, regarded as complex.

```lean
/-- The spin-1 matrices Sx, Sy, Sz in the basis m = +1, 0, -1. -/
def spin : Fin 3 → Site :=
  ![s • !![0, 1, 0; 1, 0, 1; 0, 1, 0], s • !![0, -I, 0; I, 0, -I; 0, I, 0],
    !![1, 0, 0; 0, 0, 0; 0, 0, -1]]
```

`!![a, b; c, d]` is a matrix given row by row, `![…]` a list indexed from 0, and `•` multiplication by a scalar. The index $a = 0, 1, 2$ means $x, y, z$. In terms of $S_+ = \sqrt2\,(|+\rangle\langle 0| + |0\rangle\langle -|)$ and $S_- = S_+^\dagger$ the matrices are $S_x = (S_+ + S_-)/2$, $S_y = (S_+ - S_-)/2i$ and $S_z = \mathrm{diag}(1, 0, -1)$, the usual phase convention.

```lean
/-- The exchange operator X = ∑ₐ Sₐ ⊗ Sₐ. -/
def exchange : Pair := ∑ a, spin a ⊗ₖ spin a
```

This is $X$, often written $\mathbf S_1 \cdot \mathbf S_2$, with coupling constant 1.

```lean
/-- The component Sₐ ⊗ 1 + 1 ⊗ Sₐ of the total spin. -/
def totalSpin (a : Fin 3) : Pair := spin a ⊗ₖ (1 : Site) + (1 : Site) ⊗ₖ spin a
```

The total spin has components $J_a = S_a \otimes 1 + 1 \otimes S_a$, and $\mathbf J^2 = \sum_a J_a^2$.

```lean
/-- The AKLT operator P = X²/6 + X/2 + 1/3. -/
def akltP : Pair :=
  (1 / 6 : ℂ) • (exchange * exchange) + (1 / 2 : ℂ) • exchange + (1 / 3 : ℂ) • 1
```

`*` between matrices is the matrix product, and the last `1` is the $9 \times 9$ identity.

```lean
/-- The AKLT bond Hamiltonian h = X + X²/3. -/
def bond : Pair := exchange + (1 / 3 : ℂ) • (exchange * exchange)
```

The bond Hamiltonian $h$ has the biquadratic coefficient fixed at $1/3$.

```lean
/-- The operator T that swaps the two sites. -/
def swapOp : Pair := Matrix.of fun p q => if q = p.swap then 1 else 0
```

The entry $T_{pq}$ is 1 when $q$ is $p$ with its two indices exchanged, so $T|mn\rangle = |nm\rangle$.

```lean
/-- The two-site state φ = |+-⟩ - |00⟩ + |-+⟩. -/
def phi (p : Fin 3 × Fin 3) : ℂ := (!![0, 0, 1; 0, -1, 0; 1, 0, 0] : Site) p.1 p.2
```

The amplitude of $|mn\rangle$ is read from a $3 \times 3$ table. The state $\varphi$ has $\langle\varphi|\varphi\rangle = 3$, and the unit vector is $\varphi/\sqrt3$.

```lean
/-- The operator K = |φ⟩⟨φ|. -/
def phiOp : Pair := vecMulVec phi (star phi)
```

`star` conjugates the components and `vecMulVec` is the outer product, $K_{pq} = \varphi_p \overline{\varphi_q}$. So $K$ is three times the projector onto $\varphi/\sqrt3$.

```lean
/-- The site tensors A⁺ = σ⁺, A⁰ = -σz/√2, A⁻ = -σ⁻. -/
def mps : Fin 3 → Matrix (Fin 2) (Fin 2) ℂ :=
  ![!![0, 1; 0, 0], !![-s, 0; 0, s], !![0, 0; -1, 0]]
```

Three $2 \times 2$ matrices $A^m$, one for each $m$, built from $\sigma^+ = \begin{pmatrix} 0&1\\0&0\end{pmatrix}$, its transpose $\sigma^-$ and $\sigma_z = \mathrm{diag}(1,-1)$. They satisfy $\sum_m A^{m\dagger} A^m = \tfrac32$, so the normalised tensors are $\sqrt{2/3}\,A^m$.

```lean
/-- The two-site matrix-product state with amplitudes (A^m A^n)ᵢⱼ. -/
def mpsState (i j : Fin 2) (p : Fin 3 × Fin 3) : ℂ := (mps p.1 * mps p.2) i j
```

For bond indices $i, j \in \{0, 1\}$ the state is $\psi_{ij} = \sum_{m,n} (A^m A^n)_{ij}\,|mn\rangle$. Multiplying out gives
$$\psi_{00} = -|{+-}\rangle + \tfrac12|00\rangle, \quad \psi_{11} = \tfrac12|00\rangle - |{-+}\rangle,$$
$$\psi_{01} = s\,(|{+0}\rangle - |{0+}\rangle), \quad \psi_{10} = s\,(|{-0}\rangle - |{0-}\rangle).$$
The last two are unit vectors. The first two have squared norm $\tfrac54$, so they are normalised by the factor $2/\sqrt5$, and they are not orthogonal to each other.

## The theorems

```lean
/-- The number 1/√2 squares to 1/2 and is real. -/
theorem s_props : s * s = 1 / 2 ∧ s ^ 2 = 1 / 2 ∧ (starRingEnd ℂ) s = s := by
  have h : s * s = 1 / 2 := by
    unfold s
    rw [← Complex.ofReal_mul, ← mul_inv, Real.mul_self_sqrt (by norm_num)]
    norm_num
  exact ⟨h, by rw [pow_two, h], Complex.conj_ofReal _⟩
```

After `theorem` stands a name, after the colon the claim, with `∧` for "and", and after `:= by` the proof. The claims are $s^2 = \tfrac12$, in two spellings, and $\bar s = s$. Later proofs use these facts and never unfold the square root again.

```lean
/-- The spin matrices are Hermitian, obey [Sx, Sy] = i Sz and its cyclic images,
and Sx² + Sy² + Sz² = 2. -/
theorem spin_algebra : (∀ a, (spin a).IsHermitian) ∧
    spin 0 * spin 1 - spin 1 * spin 0 = I • spin 2 ∧
    spin 1 * spin 2 - spin 2 * spin 1 = I • spin 0 ∧
    spin 2 * spin 0 - spin 0 * spin 2 = I • spin 1 ∧
    spin 0 * spin 0 + spin 1 * spin 1 + spin 2 * spin 2 = (2 : ℂ) • 1 := by
  obtain ⟨hs, hs2, hc⟩ := s_props
  have hI : I * I = -1 := I_mul_I
  refine ⟨fun a => IsHermitian.ext fun i j => ?_, ?_, ?_, ?_, ?_⟩
  · fin_cases a <;> fin_cases i <;> fin_cases j <;> simp [spin, hc]
  all_goals
    ext i j
    fin_cases i <;> fin_cases j <;> simp [spin] <;> grind
```

Each $S_a$ is Hermitian, the three cyclic commutators hold, and the Casimir operator is $2 = 1 \cdot (1+1)$. By hand, $S_+ S_- = \mathrm{diag}(2,2,0)$ and $S_- S_+ = \mathrm{diag}(0,2,2)$. Hence $[S_x, S_y] = \tfrac{i}{2}[S_+, S_-] = iS_z$ and $S_x^2 + S_y^2 = \tfrac12(S_+S_- + S_-S_+) = \mathrm{diag}(1,2,1)$, to which $S_z^2 = \mathrm{diag}(1,0,1)$ adds up to 2. The other two commutators follow from $[S_z, S_\pm] = \pm S_\pm$. Lean compares entries: `ext i j` reduces a matrix equation to its entries, `fin_cases` lists the index values, `simp` evaluates, and `grind` finishes the arithmetic from $s^2 = \tfrac12$ and $i^2 = -1$.

```lean
/-- The exchange operator is the swap minus |φ⟩⟨φ|. -/
theorem exchange_eq : exchange = swapOp - phiOp := by
  obtain ⟨hs, hs2, -⟩ := s_props
  have hI : I * I = -1 := I_mul_I
  ext ⟨a, b⟩ ⟨c, d⟩
  simp only [exchange, Fin.sum_univ_three, Matrix.add_apply, Matrix.sub_apply,
    kroneckerMap_apply, phiOp, vecMulVec_apply, Pi.star_apply, swapOp, of_apply, phi]
  fin_cases a <;> fin_cases b <;> fin_cases c <;> fin_cases d <;> simp [spin] <;> grind
```

The claim is $X = T - K$. Write $X = S_z \otimes S_z + \tfrac12(S_+ \otimes S_- + S_- \otimes S_+)$, which conserves $M = m + n$, as do $T$ and $K$. For $M = \pm2$ both $X$ and $T$ equal 1. For $M = \pm 1$ the diagonal of $X$ vanishes and the off-diagonal element is $\tfrac12 \sqrt2 \sqrt2 = 1$, which is $T$. In these blocks $K = 0$. For $M = 0$, in the basis $|{+-}\rangle, |00\rangle, |{-+}\rangle$,
$$\begin{pmatrix} -1&1&0\\1&0&1\\0&1&-1\end{pmatrix} = \begin{pmatrix} 0&0&1\\0&1&0\\1&0&0\end{pmatrix} - \begin{pmatrix} 1&-1&1\\-1&1&-1\\1&-1&1\end{pmatrix}.$$
Lean does not sort by $M$. Its `a`, `b`, `c`, `d` are the four site indices of an entry, and all 81 entries are evaluated.

```lean
/-- T² = 1, TK = KT = K and K² = 3K; T and K are Hermitian and both have trace 3. -/
theorem swap_phi_algebra : swapOp * swapOp = 1 ∧ swapOp * phiOp = phiOp ∧
    phiOp * swapOp = phiOp ∧ phiOp * phiOp = (3 : ℂ) • phiOp ∧
    swapOp.IsHermitian ∧ phiOp.IsHermitian ∧ swapOp.trace = 3 ∧ phiOp.trace = 3 := by
  have hmul : ∀ (M : Pair) p q, (swapOp * M) p q = M p.swap q := by
    intro M p q
    simp [swapOp, Matrix.mul_apply]
  have hφ : ∀ p : Fin 3 × Fin 3, phi p.swap = phi p := by
    rintro ⟨a, b⟩
    fin_cases a <;> fin_cases b <;> simp [phi]
  have hn : ∑ r, star (phi r) * phi r = 3 := by
    simp [Fintype.sum_prod_type, Fin.sum_univ_three, phi]
    norm_num
  have hT : swapOp.IsHermitian := IsHermitian.ext fun p q => by
    by_cases h : q = p.swap
    · subst h
      simp [swapOp]
    · have h' : ¬ p = q.swap := fun e => h (by simp [e])
      simp [swapOp, h, h']
  have hK : phiOp.IsHermitian := IsHermitian.ext fun p q => by
    simp [phiOp, vecMulVec_apply, mul_comm]
  -- φ is symmetric under the swap
  have hTK : swapOp * phiOp = phiOp := by
    ext p q
    rw [hmul]
    simp only [phiOp, vecMulVec_apply, hφ]
  refine ⟨?_, hTK, ?_, ?_, hT, hK, ?_, ?_⟩
  · ext p q
    rw [hmul]
    by_cases h : p = q
    · subst h
      simp [swapOp]
    · simp [swapOp, h, Ne.symm h]
  · have := congrArg conjTranspose hTK
    rwa [conjTranspose_mul, hK.eq, hT.eq] at this
  · ext p q
    simp only [phiOp, Matrix.mul_apply, vecMulVec_apply, Matrix.smul_apply, smul_eq_mul,
      Pi.star_apply]
    rw [← hn, Finset.sum_mul]
    exact Finset.sum_congr rfl fun r _ => by ring
  all_goals
    simp only [Matrix.trace, Matrix.diag_apply, Fintype.sum_prod_type, Fin.sum_univ_three]
    simp [swapOp, phiOp, phi, vecMulVec_apply]
    norm_num
```

This is the multiplication table of $T$ and $K$. Swapping twice does nothing, so $T^2 = 1$. The state $\varphi$ is symmetric (`hφ`), so $TK = K$, and the adjoint of this equation is $KT = K$, which is how `congrArg conjTranspose hTK` obtains it. The norm `hn` gives $K^2 = |\varphi\rangle\langle\varphi|\varphi\rangle\langle\varphi| = 3K$. The trace of $T$ counts the three basis states $|mm\rangle$, and the trace of $K$ is $\langle\varphi|\varphi\rangle = 3$. The helper `hmul` says that multiplying by $T$ from the left permutes rows.

```lean
/-- The exchange operator satisfies (X - 1)(X + 1)(X + 2) = 0. -/
theorem exchange_cubic :
    (exchange - 1) * (exchange + 1) * (exchange + (2 : ℂ) • 1) = 0 := by
  obtain ⟨h1, h2, h3, h4, -⟩ := swap_phi_algebra
  -- X² - 1 = K, and K (X + 2) = K - 3K + 2K
  have h : (exchange - 1) * (exchange + 1) = phiOp := by
    simp only [exchange_eq, mul_add, sub_mul, mul_sub, mul_one, one_mul, h1, h2, h3, h4]
    module
  rw [h]
  simp only [exchange_eq, mul_add, mul_sub, mul_smul_comm, mul_one, h3, h4]
  module
```

The cubic identity. From the table,
$$X^2 = T^2 - TK - KT + K^2 = 1 - 2K + 3K = 1 + K,$$
so $(X-1)(X+1) = K$, which is the step `h`, and
$$K(X+2) = KT - K^2 + 2K = K - 3K + 2K = 0.$$
The statement confines the eigenvalues to $\{1, -1, -2\}$ without giving their multiplicities.

The two-step pattern of this proof is worth reusing for any operator algebra with a finite multiplication table. First `simp only` with `mul_add`, `sub_mul` and `mul_sub` expands the brackets and replaces each product by its table entry. What is left is a linear relation among $1$, $T$, $K$, and `module` closes it by comparing scalar coefficients. No matrix entry is touched, and the order of factors is respected throughout.

The theorem has no explicit hypothesis, because spin 1 is built into the definitions, and the commutators alone do not give the cubic. For two spin-1/2 particles the same construction has $X = \tfrac14$ on the state with both spins up. The cubic then evaluates to $(-\tfrac34)(\tfrac54)(\tfrac94) = -\tfrac{135}{64}$, and $p(\tfrac14) = \tfrac{15}{32}$ is neither 0 nor 1.

```lean
/-- The AKLT operator equals 1/2 + T/2 - K/3. -/
theorem akltP_eq :
    akltP = (1 / 2 : ℂ) • 1 + (1 / 2 : ℂ) • swapOp - (1 / 3 : ℂ) • phiOp := by
  obtain ⟨h1, h2, h3, h4, -⟩ := swap_phi_algebra
  simp only [akltP, exchange_eq, sub_mul, mul_sub, h1, h2, h3, h4]
  module
```

Inserting $X^2 = 1 + K$,
$$P = \tfrac16(1+K) + \tfrac12(T - K) + \tfrac13 = \tfrac12 + \tfrac12 T - \tfrac13 K .$$

```lean
/-- The AKLT operator is Hermitian, idempotent and of trace 5. -/
theorem akltP_projector : akltP.IsHermitian ∧ akltP * akltP = akltP ∧ akltP.trace = 5 := by
  obtain ⟨h1, h2, h3, h4, hT, hK, t1, t2⟩ := swap_phi_algebra
  have c2 : star (1 / 2 : ℂ) = 1 / 2 := by simp
  have c3 : star (1 / 3 : ℂ) = 1 / 3 := by simp
  rw [akltP_eq]
  refine ⟨?_, ?_, ?_⟩
  · simp only [IsHermitian, conjTranspose_sub, conjTranspose_add, conjTranspose_smul,
      conjTranspose_one, hT.eq, hK.eq, c2, c3]
  · simp only [mul_add, add_mul, sub_mul, mul_sub, smul_mul_assoc, mul_smul_comm, mul_one,
      one_mul, h1, h2, h3, h4]
    module
  · simp only [trace_sub, trace_add, trace_smul, trace_one, t1, t2, smul_eq_mul,
      Fintype.card_prod, Fintype.card_fin]
    norm_num
```

The claims are $P^\dagger = P$, $P^2 = P$ and $\operatorname{tr} P = 5$. Hermiticity holds because $T$ and $K$ are Hermitian and the coefficients are real (`c2`, `c3`). Let $\Pi = (1+T)/2$, so that $\Pi^2 = \Pi$ and $\Pi K = K\Pi = K$. Then
$$P^2 = \Pi - \tfrac23 K + \tfrac19 \cdot 3K = \Pi - \tfrac13 K = P,$$
and the trace is $\tfrac92 + \tfrac32 - 1 = 5$. Lean does not introduce $\Pi$; it expands all nine products and calls `module`.

As a numerical instance take the $M = 0$ block above. The matrix of $X$ sends $(1,2,1)$ to itself, $(1,0,-1)$ to its negative and $(1,-1,1)$ to $-2$ times itself, so all three roots occur there. The block of $P$ is
$$\frac16\begin{pmatrix}1&2&1\\2&4&2\\1&2&1\end{pmatrix},$$
the projector onto $(1,2,1)/\sqrt6$, of trace 1. Each $M = \pm1$ block has all four entries $\tfrac12$ and trace 1, each $M = \pm2$ block is the number 1, and the five blocks add up to 5.

```lean
/-- The squared total spin is 2X + 4, and multiplied onto P it gives 6P. -/
theorem totalSpin_sq :
    ∑ a, totalSpin a * totalSpin a = (2 : ℂ) • exchange + (4 : ℂ) • 1 ∧
    (∑ a, totalSpin a * totalSpin a) * akltP = (6 : ℂ) • akltP := by
  obtain ⟨h1, h2, h3, h4, -⟩ := swap_phi_algebra
  have hc := spin_algebra.2.2.2.2
  have hL := congrArg (fun A : Site => A ⊗ₖ (1 : Site)) hc
  have hR := congrArg (fun A : Site => (1 : Site) ⊗ₖ A) hc
  simp only [add_kronecker, smul_kronecker, kronecker_add, kronecker_smul,
    one_kronecker_one] at hL hR
  have h : ∑ a, totalSpin a * totalSpin a = (2 : ℂ) • exchange + (4 : ℂ) • 1 := by
    simp only [totalSpin, exchange, Fin.sum_univ_three, add_mul, mul_add,
      ← mul_kronecker_mul, mul_one, one_mul]
    linear_combination (norm := module) hL + hR
  refine ⟨h, ?_⟩
  rw [h, akltP_eq, exchange_eq]
  simp only [mul_add, add_mul, sub_mul, mul_sub, smul_mul_assoc, mul_smul_comm, mul_one,
    one_mul, h1, h2, h3, h4]
  module
```

The first claim is $\mathbf J^2 = 2X + 4$. The square of $J_a$ is $S_a^2 \otimes 1 + 2\,S_a \otimes S_a + 1 \otimes S_a^2$, and the sum over $a$ gives $2 + 2X + 2$. In Lean `hL` and `hR` are the Casimir equation tensored with the identity on either side, and `linear_combination (norm := module) hL + hR` checks that the goal differs from their sum by a linear identity. The second claim is $\mathbf J^2 P = 6P$. With $T\Pi = \Pi$,
$$(2T - 2K + 4)\,\Pi = 6\Pi - 2K, \qquad (2T - 2K + 4)\,K = 2K - 6K + 4K = 0,$$
so the product with $\Pi - K/3$ is $6\Pi - 2K = 6P$. Every vector in the range of $P$ thus has $\mathbf J^2 = 6 = J(J+1)$ with total spin $J = 2$, and the trace 5 matches $2J + 1$. The converse, that every $J = 2$ vector lies in the range, is not part of the statement.

```lean
/-- The bond Hamiltonian equals 2P - 2/3, and h + 2/3 is positive semidefinite. -/
theorem bond_lower_bound : bond = (2 : ℂ) • akltP - (2 / 3 : ℂ) • 1 ∧
    (bond + (2 / 3 : ℂ) • (1 : Pair)).PosSemidef := by
  obtain ⟨hH, hI, -⟩ := akltP_projector
  have h : bond = (2 : ℂ) • akltP - (2 / 3 : ℂ) • 1 := by
    simp only [bond, akltP]
    module
  -- P = Pᴴ P
  have hP : akltP.PosSemidef := by
    have := posSemidef_conjTranspose_mul_self akltP
    rwa [hH.eq, hI] at this
  have e : bond + (2 / 3 : ℂ) • (1 : Pair) = akltP + akltP := by
    rw [h]
    module
  exact ⟨h, by rw [e]; exact hP.add hP⟩
```

Since $2P = X^2/3 + X + 2/3$, one has $h = 2P - \tfrac23$ directly from the definitions. `PosSemidef` means Hermitian with $\langle v|M|v\rangle \ge 0$ for the matrix $M$ in question and every vector $v$, so the second claim reads $\langle v|h|v\rangle \ge -\tfrac23 \langle v|v\rangle$. By hand, $\langle v|P|v\rangle = \langle v|P^\dagger P|v\rangle = \|Pv\|^2 \ge 0$. Lean takes the general fact `posSemidef_conjTranspose_mul_self`, rewrites $P^\dagger P$ to $P$, and writes $h + \tfrac23$ as $P + P$.

```lean
/-- P annihilates each of the four states `mpsState i j`, and h multiplies it by -2/3. -/
theorem mpsState_ground (i j : Fin 2) : akltP *ᵥ mpsState i j = 0 ∧
    bond *ᵥ mpsState i j = (-(2 / 3) : ℂ) • mpsState i j := by
  obtain ⟨hs, hs2, -⟩ := s_props
  have h : akltP *ᵥ mpsState i j = 0 := by
    rw [akltP_eq]
    ext ⟨a, b⟩
    simp only [mulVec, dotProduct, Fintype.sum_prod_type, Fin.sum_univ_three, mpsState,
      Matrix.mul_apply, Fin.sum_univ_two, Matrix.sub_apply, Matrix.add_apply,
      Matrix.smul_apply, Matrix.one_apply, swapOp, of_apply, phiOp, vecMulVec_apply,
      Pi.star_apply, phi]
    fin_cases i <;> fin_cases j <;> fin_cases a <;> fin_cases b <;> simp [mps] <;>
      first | grind | (ring_nf <;> norm_num [hs2])
  refine ⟨h, ?_⟩
  rw [bond_lower_bound.1, sub_mulVec, smul_mulVec, smul_mulVec, h, one_mulVec]
  module

end

end SpinOneAKLT
```

`*ᵥ` applies a matrix to a vector. For all four choices of $i, j$ the claims are $P\psi_{ij} = 0$ and $h\psi_{ij} = -\tfrac23\psi_{ij}$. The states $\psi_{01}$ and $\psi_{10}$ are antisymmetric, so $\Pi$ annihilates them, and they are orthogonal to $\varphi$, so $K$ does too. For $\psi_{00}$ symmetrisation gives $\Pi\psi_{00} = -\tfrac12\varphi$, while $\langle\varphi|\psi_{00}\rangle = -\tfrac32$ gives $\tfrac13 K\psi_{00} = -\tfrac12\varphi$, and the two cancel. Finally $\psi_{11} = T\psi_{00}$ and $PT = P$. Lean evaluates the nine components of each of the four vectors, then substitutes $h = 2P - \tfrac23$. The statement does not say that the $\psi_{ij}$ are non-zero; the explicit forms above show it, and with that they reach the bound $-\tfrac23$.

For a single bond of two spin-1 sites at biquadratic coefficient $1/3$, the theorems, together with the fact read off by hand that the $\psi_{ij}$ are non-zero, give the exact lowest energy and states that reach it, which a spin-chain code can be compared with on a two-site system. On a longer chain the Hamiltonian is a sum of such bonds, each bounded below by $-\tfrac23$, and a product of the matrices $A^m$ along the chain contains the factor $A^m A^n$ on every bond, but Lean has not been asked to carry out that step. The uniqueness of the ground state on a closed ring of three or more sites (an open chain has four ground states, one for each pair of end indices $i, j$), its excitation gap and its correlation functions, which the name AKLT usually evokes, concern more than two sites and are not touched by these $9 \times 9$ identities.

```lean
#print axioms SpinOneAKLT.exchange_cubic
-- 'SpinOneAKLT.exchange_cubic' depends on axioms: [propext, Classical.choice, Quot.sound]
#print axioms SpinOneAKLT.akltP_projector
-- 'SpinOneAKLT.akltP_projector' depends on axioms: [propext, Classical.choice, Quot.sound]
#print axioms SpinOneAKLT.totalSpin_sq
-- 'SpinOneAKLT.totalSpin_sq' depends on axioms: [propext, Classical.choice, Quot.sound]
#print axioms SpinOneAKLT.mpsState_ground
-- 'SpinOneAKLT.mpsState_ground' depends on axioms: [propext, Classical.choice, Quot.sound]
```
